# Existence and uniqueness of the discrete parallel-transport gauge

## Question

Let \(u_0,\dots,u_N\) be vectors in a complex inner-product space, with \(\langle\cdot,\cdot\rangle\) antilinear in the first slot, and let \(M_k=\langle u_k,u_{k+1}\rangle\) for \(0\le k<N\). A gauge is a family of complex numbers \(c_j\) acting by \(u_j\mapsto c_ju_j\). Call it parallel if \(|c_j|=1\), \(c_0=1\), and every \(\langle c_ku_k,c_{k+1}u_{k+1}\rangle\) is a positive real number. The claim is that if all \(M_k\neq0\), exactly one parallel gauge exists. How is this stated and proved in Lean 4 with Mathlib, and how does this gauge relate to the Berry phase?

## Answer

### Modelling choices

The chain is `u : Fin (N + 1) → E`, where `E` is any complex inner-product space. Neither finite dimension nor completeness nor normalisation of the \(u_j\) is assumed. Links are indexed by `k : Fin N`, and `k.castSucc` and `k.succ` are the sites \(k\) and \(k+1\). Mathlib's `⟪x, y⟫_ℂ` is antilinear in `x`, as in Dirac notation, so `overlap u k` is \(M_k\). The chain `rephase c u` is \(c_ju_j\). `IsPosReal z` means \(\operatorname{Re}z>0\) and \(\operatorname{Im}z=0\), and `IsParallelGauge u c` collects the three conditions of the question. The angle `berryPhase u` is \(\varphi=-\arg\prod_kM_k\); since `Complex.arg` takes values in \((-\pi,\pi]\), \(\varphi\) lies in \([-\pi,\pi)\). For a closed chain, \(u_N=u_0\), with nonzero overlaps, \(\varphi\) is the discrete Berry phase; if the two end vectors are chosen independently, it depends on their phases.

A diagonalisation routine returns each eigenvector with an arbitrary phase, and the result fixes those phases, up to the one overall phase of the first state and provided consecutive overlaps are nonzero, along a finite path of parameters or \(k\)-points, for one state per point (a single isolated band).

### Derivation by hand

A complex \(z\) is a positive real exactly when \(z\neq0\) and \(z=|z|\). Under rephasing, antilinearity in the first slot and linearity in the second give
\[\langle c_ku_k,c_{k+1}u_{k+1}\rangle=\bar c_k\,c_{k+1}M_k .\]

Take one link, with \(|a|=|b|=1\) and \(M\neq0\). The number \(\bar abM\) has modulus \(|M|\neq0\), so it is a positive real exactly when \(\bar abM=|M|\). Multiplying by \(a\bar M\) and using \(a\bar a=1\), \(M\bar M=|M|^2\) gives \(b|M|^2=a\bar M|M|\), and \(|M|\) cancels. Conversely, multiplying \(b|M|=a\bar M\) by \(\bar aM\) gives \(\bar abM|M|=|M|^2\). Hence
\[\bar abM>0\iff b\,|M|=a\,\bar M .\]

For existence, set
\[c_j=\prod_{k<j}\frac{\bar M_k}{|M_k|}.\]
Each factor has modulus one, so \(|c_j|=1\). The empty product gives \(c_0=1\). Splitting off the last factor gives \(c_{k+1}=c_k\bar M_k/|M_k|\), which is the one-link condition.

For uniqueness, note first that any parallel gauge has \(\bar c_kc_{k+1}M_k\neq0\), so \(M_k\neq0\), and the rephased overlap equals its modulus \(|M_k|\). If \(c\) and \(d\) are both parallel, then \(c_0=d_0=1\), and \(c_k=d_k\) implies \(c_{k+1}|M_k|=c_k\bar M_k=d_k\bar M_k=d_{k+1}|M_k|\), so \(c_{k+1}=d_{k+1}\).

Three consequences follow.

Covariance: let \(|g_j|=1\), let \(c\) be parallel for \(u_j\) and \(d\) parallel for \(g_ju_j\). Put \(e_j=\bar g_0d_jg_j\). Then \(|e_j|=1\), \(e_0=|g_0|^2=1\), and \(\bar e_ke_{k+1}M_k=|g_0|^2\,\bar d_k\bar g_k\,d_{k+1}g_{k+1}M_k\), which is the overlap of the chain \(d_jg_ju_j\) and is positive. So \(e\) is parallel for \(u\), uniqueness gives \(e=c\), and \(d_jg_ju_j=g_0\,c_ju_j\).

Last phase: with \(P=\prod_kM_k=|P|e^{i\arg P}\neq0\),
\[c_N=\frac{\bar P}{|P|}=e^{-i\arg P}=e^{i\varphi}.\]
If \(u_N=u_0\), then \(c_Nu_N=e^{i\varphi}c_0u_0\).

Minimal step length: for unit phases \(d_j\),
\[\|d_ku_k-d_{k+1}u_{k+1}\|^2=\|u_k\|^2+\|u_{k+1}\|^2-2\operatorname{Re}(\bar d_kd_{k+1}M_k).\]
The real part is at most \(|M_k|\), and the parallel gauge reaches that value on every link, so it minimises each term and therefore the sum.

As an example, take \((1,0),(1,1),(1,i),(1,0)\) in \(\mathbb C^2\). The overlaps are \(1\), \(1+i\) and \(1\), so \(P=1+i=\sqrt2\,e^{i\pi/4}\) and \(\varphi=-\pi/4\).

### The Lean file

```lean
import Mathlib

open scoped InnerProductSpace ComplexConjugate

namespace ParallelTransportGauge

noncomputable section

variable {E : Type*} [NormedAddCommGroup E] [InnerProductSpace ℂ E] {N : ℕ}

/-- A complex number is a positive real if its real part is positive and its imaginary part
vanishes. -/
def IsPosReal (z : ℂ) : Prop := 0 < z.re ∧ z.im = 0

/-- The overlap `M_k = ⟨u_k, u_(k+1)⟩` of consecutive states of the chain `u_0, ..., u_N`. -/
def overlap (u : Fin (N + 1) → E) (k : Fin N) : ℂ := ⟪u k.castSucc, u k.succ⟫_ℂ

/-- The chain `c_j u_j` obtained by multiplying each state by a complex factor. -/
def rephase (c : Fin (N + 1) → ℂ) (u : Fin (N + 1) → E) : Fin (N + 1) → E :=
  fun j => c j • u j

/-- A parallel-transport gauge: unit phases `c_j` with `c_0 = 1` that make every consecutive
overlap of the chain `c_j u_j` a positive real number. -/
def IsParallelGauge (u : Fin (N + 1) → E) (c : Fin (N + 1) → ℂ) : Prop :=
  (∀ j, ‖c j‖ = 1) ∧ c 0 = 1 ∧ ∀ k, IsPosReal (overlap (rephase c u) k)

/-- The link factor `conj(M_k) / |M_k|`. -/
def linkPhase (u : Fin (N + 1) → E) (k : Fin N) : ℂ :=
  conj (overlap u k) / (‖overlap u k‖ : ℂ)

/-- The accumulated factor `∏_(k<j) conj(M_k) / |M_k|`. -/
def transportPhase (u : Fin (N + 1) → E) (j : Fin (N + 1)) : ℂ :=
  ∏ k ∈ Finset.univ.filter (fun k : Fin N => k.val < j.val), linkPhase u k

/-- The angle `φ = -arg ∏_k M_k`, the discrete Berry phase when the chain is closed. -/
def berryPhase (u : Fin (N + 1) → E) : ℝ := -Complex.arg (∏ k, overlap u k)

/-- The sum of squared distances between consecutive states of a chain. -/
def stepLengthSq (v : Fin (N + 1) → E) : ℝ := ∑ k : Fin N, ‖v k.castSucc - v k.succ‖ ^ 2

/-- The two-component state with amplitudes `a` and `b`. -/
def spinor (a b : ℂ) : EuclideanSpace ℂ (Fin 2) := !₂[a, b]

/-- The chain `(1,0), (1,1), (1,i), (1,0)` of two-component states. -/
def triangleLoop : Fin (3 + 1) → EuclideanSpace ℂ (Fin 2) :=
  ![spinor 1 0, spinor 1 1, spinor 1 Complex.I, spinor 1 0]

/-- A complex number is a positive real exactly when it is nonzero and equals its modulus. -/
theorem isPosReal_iff {z : ℂ} : IsPosReal z ↔ z ≠ 0 ∧ z = (‖z‖ : ℂ) := by
  unfold IsPosReal
  constructor
  · rintro ⟨h1, h2⟩
    have hz : z = (z.re : ℂ) := Complex.ext (by simp) (by simp [h2])
    have hn : ‖(z.re : ℂ)‖ = z.re := by
      rw [Complex.norm_real, Real.norm_eq_abs, abs_of_pos h1]
    rw [← hz] at hn
    refine ⟨?_, ?_⟩
    · intro h0
      rw [h0] at h1
      simp at h1
    · rw [hn]
      exact hz
  · rintro ⟨h0, h⟩
    refine ⟨?_, ?_⟩
    · have hre := congrArg Complex.re h
      rw [Complex.ofReal_re] at hre
      rw [hre]
      exact norm_pos_iff.mpr h0
    · have him := congrArg Complex.im h
      rwa [Complex.ofReal_im] at him

/-- Under `u_j ↦ c_j u_j` the overlap `M_k` becomes `conj(c_k) c_(k+1) M_k`. -/
theorem overlap_rephase (c : Fin (N + 1) → ℂ) (u : Fin (N + 1) → E) (k : Fin N) :
    overlap (rephase c u) k = conj (c k.castSucc) * c k.succ * overlap u k := by
  simp only [overlap, rephase, inner_smul_left, inner_smul_right]
  ring

/-- One step of transport: for unit phases `a`, `b` and a nonzero overlap `M`, the number
`conj(a) b M` is a positive real exactly when `b |M| = a conj(M)`. -/
theorem step_iff {a b M : ℂ} (ha : ‖a‖ = 1) (hb : ‖b‖ = 1) (hM : M ≠ 0) :
    IsPosReal (conj a * b * M) ↔ b * (‖M‖ : ℂ) = a * conj M := by
  have hn : ‖conj a * b * M‖ = ‖M‖ := by simp [ha, hb]
  have haa : a * conj a = 1 := by
    rw [Complex.mul_conj, Complex.normSq_eq_norm_sq, ha]
    norm_num
  have hMM : M * conj M = (‖M‖ : ℂ) ^ 2 := by
    rw [Complex.mul_conj, Complex.normSq_eq_norm_sq, Complex.ofReal_pow]
  have hr : (‖M‖ : ℂ) ≠ 0 := Complex.ofReal_ne_zero.mpr (norm_ne_zero_iff.mpr hM)
  -- positivity means `conj(a) b M = |M|`
  rw [isPosReal_iff, hn]
  constructor
  · rintro ⟨-, h⟩
    apply mul_right_cancel₀ hr
    linear_combination (a * conj M) * h - b * hMM - b * M * conj M * haa
  · intro h
    have key : conj a * b * M = (‖M‖ : ℂ) := by
      apply mul_right_cancel₀ hr
      linear_combination (conj a * M) * h + M * conj M * haa + hMM
    refine ⟨?_, key⟩
    rw [key]
    exact hr

/-- The accumulated factor at site `k+1` is the one at site `k` times the link factor of
step `k`. -/
theorem transportPhase_succ (u : Fin (N + 1) → E) (k : Fin N) :
    transportPhase u k.succ = transportPhase u k.castSucc * linkPhase u k := by
  have h1 : k.succ.val = k.val + 1 := Fin.val_succ k
  have h2 : k.castSucc.val = k.val := rfl
  have hset : Finset.univ.filter (fun i : Fin N => i.val < k.succ.val)
      = insert k (Finset.univ.filter (fun i : Fin N => i.val < k.castSucc.val)) := by
    ext i
    simp only [Finset.mem_filter, Finset.mem_univ, true_and, Finset.mem_insert, Fin.ext_iff]
    omega
  have hk : k ∉ Finset.univ.filter (fun i : Fin N => i.val < k.castSucc.val) := by
    simp only [Finset.mem_filter, Finset.mem_univ, true_and]
    omega
  unfold transportPhase
  rw [hset, Finset.prod_insert hk]
  exact mul_comm _ _

/-- If a parallel-transport gauge exists, every overlap `M_k` is nonzero, and in that gauge the
overlap equals `|M_k|`. -/
theorem overlap_of_parallelGauge {u : Fin (N + 1) → E} {c : Fin (N + 1) → ℂ}
    (hc : IsParallelGauge u c) (k : Fin N) :
    overlap u k ≠ 0 ∧ overlap (rephase c u) k = (‖overlap u k‖ : ℂ) := by
  obtain ⟨hu, -, hp⟩ := hc
  obtain ⟨h0, h1⟩ := isPosReal_iff.mp (hp k)
  have hn : ‖overlap (rephase c u) k‖ = ‖overlap u k‖ := by
    rw [overlap_rephase]
    simp [hu]
  refine ⟨?_, ?_⟩
  · intro hz
    apply h0
    rw [overlap_rephase, hz, mul_zero]
  · rw [← hn]
    exact h1

/-- Existence: if all overlaps are nonzero, `c_j = ∏_(k<j) conj(M_k) / |M_k|` is a
parallel-transport gauge. -/
theorem transportPhase_isParallelGauge {u : Fin (N + 1) → E} (hu : ∀ k, overlap u k ≠ 0) :
    IsParallelGauge u (transportPhase u) := by
  have hlink : ∀ k, ‖linkPhase u k‖ = 1 := by
    intro k
    have hne : ‖overlap u k‖ ≠ 0 := norm_ne_zero_iff.mpr (hu k)
    unfold linkPhase
    rw [norm_div, Complex.norm_conj, Complex.norm_real, norm_norm, div_self hne]
  have hunit : ∀ j, ‖transportPhase u j‖ = 1 := by
    intro j
    unfold transportPhase
    rw [norm_prod]
    exact Finset.prod_eq_one fun k _ => hlink k
  refine ⟨hunit, by simp [transportPhase], fun k => ?_⟩
  have hr : (‖overlap u k‖ : ℂ) ≠ 0 := Complex.ofReal_ne_zero.mpr (norm_ne_zero_iff.mpr (hu k))
  -- the product formula solves the one-step condition
  rw [overlap_rephase, step_iff (hunit _) (hunit _) (hu k), transportPhase_succ]
  unfold linkPhase
  rw [mul_assoc, div_mul_cancel₀ _ hr]

/-- Uniqueness: two parallel-transport gauges of the same chain coincide. -/
theorem parallelGauge_unique {u : Fin (N + 1) → E} {c d : Fin (N + 1) → ℂ}
    (hc : IsParallelGauge u c) (hd : IsParallelGauge u d) : c = d := by
  have hM : ∀ k, overlap u k ≠ 0 := fun k => (overlap_of_parallelGauge hc k).1
  obtain ⟨hc1, hc2, hc3⟩ := hc
  obtain ⟨hd1, hd2, hd3⟩ := hd
  funext j
  induction j using Fin.induction with
  | zero => rw [hc2, hd2]
  | succ k ih =>
    -- the phase at `k+1` is fixed by the phase at `k`
    have h1 := hc3 k
    have h2 := hd3 k
    rw [overlap_rephase, step_iff (hc1 _) (hc1 _) (hM k)] at h1
    rw [overlap_rephase, step_iff (hd1 _) (hd1 _) (hM k)] at h2
    have hr : (‖overlap u k‖ : ℂ) ≠ 0 :=
      Complex.ofReal_ne_zero.mpr (norm_ne_zero_iff.mpr (hM k))
    apply mul_right_cancel₀ hr
    rw [h1, h2, ih]

/-- For states `u_0, ..., u_N` with nonzero consecutive overlaps there is exactly one family of
unit phases `c_j` with `c_0 = 1` making every `⟨c_j u_j, c_(j+1) u_(j+1)⟩` a positive real. -/
theorem existsUnique_parallelGauge (u : Fin (N + 1) → E)
    (hu : ∀ k : Fin N, ⟪u k.castSucc, u k.succ⟫_ℂ ≠ 0) :
    ∃! c : Fin (N + 1) → ℂ, (∀ j, ‖c j‖ = 1) ∧ c 0 = 1 ∧
      ∀ k : Fin N, IsPosReal ⟪c k.castSucc • u k.castSucc, c k.succ • u k.succ⟫_ℂ := by
  have hT : IsParallelGauge u (transportPhase u) := transportPhase_isParallelGauge (u := u) hu
  refine ⟨transportPhase u, hT, ?_⟩
  intro c hc
  have hc' : IsParallelGauge u c := hc
  exact parallelGauge_unique hc' hT

/-- Gauge covariance: parallel transport of the chain `g_j u_j` with unit phases `g_j` gives the
parallel-transported states of `u_j` times the single phase `g_0`. -/
theorem parallelGauge_covariant {u : Fin (N + 1) → E} {g c d : Fin (N + 1) → ℂ}
    (hg : ∀ j, ‖g j‖ = 1) (hc : IsParallelGauge u c) (hd : IsParallelGauge (rephase g u) d)
    (j : Fin (N + 1)) : rephase d (rephase g u) j = g 0 • rephase c u j := by
  obtain ⟨hd1, hd2, hd3⟩ := hd
  have h0 : g 0 * conj (g 0) = 1 := by
    rw [Complex.mul_conj, Complex.normSq_eq_norm_sq, hg 0]
    norm_num
  -- `conj(g_0) d_j g_j` is a parallel-transport gauge of the original chain
  have he : IsParallelGauge u (fun i => conj (g 0) * d i * g i) := by
    refine ⟨fun i => by simp [hg, hd1], ?_, fun k => ?_⟩
    · show conj (g 0) * d 0 * g 0 = 1
      rw [hd2]
      linear_combination h0
    · have hov : overlap (rephase (fun i => conj (g 0) * d i * g i) u) k
          = overlap (rephase d (rephase g u)) k := by
        simp only [overlap_rephase, map_mul, Complex.conj_conj]
        linear_combination
          (conj (d k.castSucc) * conj (g k.castSucc) * d k.succ * g k.succ * overlap u k) * h0
      rw [hov]
      exact hd3 k
  have hj : c j = conj (g 0) * d j * g j := congrFun (parallelGauge_unique hc he) j
  have hmul : d j * g j = g 0 * c j := by
    rw [hj]
    linear_combination (-(d j * g j)) * h0
  show d j • g j • u j = g 0 • c j • u j
  rw [smul_smul, smul_smul, hmul]

/-- In the parallel-transport gauge the last phase is `c_N = exp(iφ)` with `φ = -arg ∏ M_k`;
if `u_N = u_0`, the last transported state is `exp(iφ)` times the first. -/
theorem last_phase_eq_exp_berryPhase {u : Fin (N + 1) → E} {c : Fin (N + 1) → ℂ}
    (hc : IsParallelGauge u c) :
    c (Fin.last N) = Complex.exp ((berryPhase u : ℂ) * Complex.I) ∧
      (u (Fin.last N) = u 0 →
        rephase c u (Fin.last N)
          = Complex.exp ((berryPhase u : ℂ) * Complex.I) • rephase c u 0) := by
  have hM : ∀ k, overlap u k ≠ 0 := fun k => (overlap_of_parallelGauge hc k).1
  have hcT : c = transportPhase u := parallelGauge_unique hc (transportPhase_isParallelGauge hM)
  obtain ⟨-, hc0, -⟩ := hc
  have hf : Finset.univ.filter (fun k : Fin N => k.val < (Fin.last N).val) = Finset.univ :=
    Finset.filter_true_of_mem fun k _ => k.isLt
  -- the link factors multiply to `conj(P) / |P|` with `P = ∏ M_k`
  have h1 : transportPhase u (Fin.last N)
      = conj (∏ k, overlap u k) / (‖∏ k, overlap u k‖ : ℂ) := by
    unfold transportPhase linkPhase
    rw [hf, Finset.prod_div_distrib, map_prod, norm_prod, Complex.ofReal_prod]
  -- polar form of `P`
  have key : ∀ P : ℂ, P ≠ 0 →
      conj P / (‖P‖ : ℂ) = Complex.exp (((-Complex.arg P : ℝ) : ℂ) * Complex.I) := by
    intro P hP
    have hr : (‖P‖ : ℂ) ≠ 0 := Complex.ofReal_ne_zero.mpr (norm_ne_zero_iff.mpr hP)
    have h := congrArg (starRingEnd ℂ) (Complex.norm_mul_exp_arg_mul_I P)
    rw [map_mul, Complex.conj_ofReal, ← Complex.exp_conj, map_mul, Complex.conj_ofReal,
      Complex.conj_I] at h
    have e : ((-Complex.arg P : ℝ) : ℂ) * Complex.I = (Complex.arg P : ℂ) * -Complex.I := by
      push_cast
      ring
    rw [div_eq_iff hr, e, ← h]
    exact mul_comm _ _
  have h : c (Fin.last N) = Complex.exp ((berryPhase u : ℂ) * Complex.I) := by
    rw [hcT, h1]
    exact key _ (Finset.prod_ne_zero_iff.mpr fun k _ => hM k)
  refine ⟨h, fun hcl => ?_⟩
  show c (Fin.last N) • u (Fin.last N)
    = Complex.exp ((berryPhase u : ℂ) * Complex.I) • c 0 • u 0
  rw [h, hcl, hc0, one_smul]

/-- Among all choices of unit phases, the parallel-transport gauge minimises the sum of squared
distances between consecutive states. -/
theorem parallelGauge_minimises_stepLengthSq {u : Fin (N + 1) → E} {c d : Fin (N + 1) → ℂ}
    (hc : IsParallelGauge u c) (hd : ∀ j, ‖d j‖ = 1) :
    stepLengthSq (rephase c u) ≤ stepLengthSq (rephase d u) := by
  unfold stepLengthSq
  apply Finset.sum_le_sum
  intro k _
  have hn : ∀ e : Fin (N + 1) → ℂ, (∀ j, ‖e j‖ = 1) → ∀ j, ‖rephase e u j‖ = ‖u j‖ := by
    intro e he j
    simp [rephase, norm_smul, he]
  -- the real part of the overlap is at most `|M_k|`, with equality in the parallel gauge
  have h1 : (overlap (rephase c u) k).re = ‖overlap u k‖ := by
    rw [(overlap_of_parallelGauge hc k).2, Complex.ofReal_re]
  have h2 : (overlap (rephase d u) k).re ≤ ‖overlap u k‖ :=
    calc (overlap (rephase d u) k).re ≤ ‖overlap (rephase d u) k‖ := Complex.re_le_norm _
      _ = ‖overlap u k‖ := by
        rw [overlap_rephase]
        simp [hd]
  have hs : ∀ x y : E, ‖x - y‖ ^ 2 = ‖x‖ ^ 2 - 2 * (⟪x, y⟫_ℂ).re + ‖y‖ ^ 2 :=
    fun x y => norm_sub_sq (𝕜 := ℂ) x y
  obtain ⟨hc1, -, -⟩ := hc
  unfold overlap at h1 h2
  simp only [hs, hn c hc1, hn d hd]
  linarith

/-- The chain `(1,0), (1,1), (1,i), (1,0)` has nonzero overlaps, is closed, and has
`φ = -π/4`. -/
theorem triangleLoop_witness :
    (∀ k, overlap triangleLoop k ≠ 0) ∧ triangleLoop (Fin.last 3) = triangleLoop 0 ∧
      berryPhase triangleLoop = -(Real.pi / 4) := by
  have hin : ∀ a b c d : ℂ, ⟪spinor a b, spinor c d⟫_ℂ = conj a * c + conj b * d := by
    intro a b c d
    simp [spinor, PiLp.inner_apply, Fin.sum_univ_two] <;> ring
  have h0 : overlap triangleLoop 0 = 1 := by
    show ⟪spinor 1 0, spinor 1 1⟫_ℂ = 1
    rw [hin]
    simp
  have h1 : overlap triangleLoop 1 = 1 + Complex.I := by
    show ⟪spinor 1 1, spinor 1 Complex.I⟫_ℂ = 1 + Complex.I
    rw [hin]
    simp
  have h2 : overlap triangleLoop 2 = 1 := by
    show ⟪spinor 1 Complex.I, spinor 1 0⟫_ℂ = 1
    rw [hin]
    simp
  have n0 : overlap triangleLoop 0 ≠ 0 := by
    rw [h0]
    exact one_ne_zero
  have n1 : overlap triangleLoop 1 ≠ 0 := by
    rw [h1]
    intro h
    have hre := congrArg Complex.re h
    simp at hre
  have n2 : overlap triangleLoop 2 ≠ 0 := by
    rw [h2]
    exact one_ne_zero
  refine ⟨fun k => ?_, rfl, ?_⟩
  · fin_cases k
    exacts [n0, n1, n2]
  · -- polar form `1 + i = √2 (cos π/4 + i sin π/4)`
    have hs : ((Real.sqrt 2 : ℝ) : ℂ) * ((Real.sqrt 2 : ℝ) : ℂ) = 2 := by
      rw [← Complex.ofReal_mul, Real.mul_self_sqrt (show (0 : ℝ) ≤ 2 by norm_num)]
      norm_num
    have e : (1 + Complex.I : ℂ) = ((Real.sqrt 2 : ℝ) : ℂ) *
        (Complex.cos ((Real.pi / 4 : ℝ) : ℂ) + Complex.sin ((Real.pi / 4 : ℝ) : ℂ) * Complex.I) := by
      rw [← Complex.ofReal_cos, ← Complex.ofReal_sin, Real.cos_pi_div_four, Real.sin_pi_div_four]
      simp only [Complex.ofReal_div, Complex.ofReal_ofNat]
      linear_combination (-(1 + Complex.I) / 2) * hs
    have hpos : (0 : ℝ) < Real.sqrt 2 := by positivity
    have hθ : Real.pi / 4 ∈ Set.Ioc (-Real.pi) Real.pi :=
      ⟨by linarith [Real.pi_pos], by linarith [Real.pi_pos]⟩
    unfold berryPhase
    rw [Fin.prod_univ_three, h0, h1, h2, one_mul, mul_one, e,
      Complex.arg_mul_cos_add_sin_mul_I hpos hθ]

end

end ParallelTransportGauge
```

```lean
#print axioms ParallelTransportGauge.parallelGauge_unique
-- 'ParallelTransportGauge.parallelGauge_unique' depends on axioms: [propext, Classical.choice, Quot.sound]
#print axioms ParallelTransportGauge.existsUnique_parallelGauge
-- 'ParallelTransportGauge.existsUnique_parallelGauge' depends on axioms: [propext, Classical.choice, Quot.sound]
#print axioms ParallelTransportGauge.last_phase_eq_exp_berryPhase
-- 'ParallelTransportGauge.last_phase_eq_exp_berryPhase' depends on axioms: [propext, Classical.choice, Quot.sound]
#print axioms ParallelTransportGauge.parallelGauge_minimises_stepLengthSq
-- 'ParallelTransportGauge.parallelGauge_minimises_stepLengthSq' depends on axioms: [propext, Classical.choice, Quot.sound]
```

### Remarks on the statements

The main theorem `existsUnique_parallelGauge` says: for every `u` whose consecutive inner products are nonzero (`hu`), there is one and only one `c : Fin (N + 1) → ℂ` with `‖c j‖ = 1` for all `j`, `c 0 = 1`, and all rephased inner products satisfying `IsPosReal`. The statement is written with explicit inner products and uses only that one definition.

The theorems `parallelGauge_unique`, `parallelGauge_covariant`, `last_phase_eq_exp_berryPhase` and `parallelGauge_minimises_stepLengthSq` take a parallel gauge as hypothesis and need no separate assumption on the \(M_k\), because `overlap_of_parallelGauge` derives \(M_k\neq0\). Lean's division returns zero when \(M_k=0\), but `linkPhase` is only used as a phase under nonzero overlaps. The minimisation theorem compares with any unit phases `d`, with no condition on `d 0`, and states an inequality without characterising all minimisers. `triangleLoop_witness` gives a closed chain with nonzero overlaps and \(\varphi=-\pi/4\), so its transported state returns with a phase different from one.

Each condition matters. If some \(M_k=0\), the rephased overlap is zero in every gauge and no parallel gauge exists. Without \(c_0=1\), multiplying all \(c_j\) by a common phase gives another solution. For \(N\ge1\), dropping \(|c_j|=1\) allows \(c_N\to2c_N\), and asking for a real overlap instead of a positive one allows \(c_N\to-c_N\).

### Remarks on the proof

`isPosReal_iff` is the first step by hand, and `overlap_rephase` is the transformation law, obtained from `inner_smul_left` and `inner_smul_right`. In `step_iff`, `hn` is the modulus computation, `haa` and `hMM` are \(a\bar a=1\) and \(M\bar M=|M|^2\), and the two `linear_combination` calls multiply `h` by `a * conj M` and by `conj a * M`, as above; `mul_right_cancel₀ hr` cancels \(|M|\).

`transportPhase_succ` is the recursion. It shows that the index set \(\{i<k+1\}\) is \(\{i<k\}\) with \(k\) inserted and applies `Finset.prod_insert`. `transportPhase_isParallelGauge` proves the unit moduli (`hlink`, `hunit`) and then rewrites the positivity goal with `overlap_rephase`, `step_iff` and the recursion until, apart from the common factor \(c_k\), only \((\bar M_k/|M_k|)\,|M_k|=\bar M_k\) is left. In `overlap_of_parallelGauge`, `hn` states that unit phases leave \(|M_k|\) unchanged. `parallelGauge_unique` runs `Fin.induction` along the chain, turns both positivity conditions into the one-link equation, and closes with `ih`. The main theorem joins these two results.

In `parallelGauge_covariant`, `he` shows that \(e_j\) is parallel for `u`, and `hj` is uniqueness applied at site `j`. In `last_phase_eq_exp_berryPhase`, `hcT` identifies `c` with `transportPhase u`, `h1` collects the product into \(\bar P/|P|\), and `key` conjugates the polar form of \(P\). The minimisation goes term by term through `Finset.sum_le_sum`, with `hs` the expansion of the squared distance, `h1` the equality and `h2` the bound. The witness computes the three overlaps from `hin` and reads the argument off the polar form `e` of \(1+i\).

### Scope

The file treats a finite chain with one vector per site. The following points go beyond its theorems and are given without proof. For normalised states that vary smoothly along a path, the positivity condition corresponds in the continuum limit to \(\langle u|\partial_su\rangle=0\). For several bands the overlaps become matrices and the phases become unitary matrices. For the cell-periodic parts of Bloch functions (functions of the position \(r\)) on a path whose ends differ by a nonzero reciprocal-lattice vector \(G\), the last vector is taken, in the periodic gauge, to be \(e^{-iG\cdot r}u_0\) and differs from \(u_0\), so the formula for \(c_N\) applies while the closed-chain clause does not. On a closed chain with \(e^{i\varphi}\neq1\) the parallel gauge has \(c_N\neq c_0\), and a periodic gauge is obtained by spreading \(\varphi\) over the links, after which the overlaps are no longer all positive.
